# In a quadratic model, freezing the density under a linear anisotropy perturbation costs energy only at second order

A magnetic anisotropy energy is a small difference between total energies. If the density is converged without spin-orbit coupling and kept fixed when the coupling is switched on, it is in general no longer the minimizer of the energy. If the resulting error differs between magnetization directions, it enters the computed anisotropy. The problems below compute the error for a finite-dimensional quadratic energy, as a model of the frozen-density step that can accompany second variation in LAPW calculations.

The density is a real vector $x$ over a finite index set `n`. The matrix $A$ is the stiffness of the energy, $b$ is a fixed linear force, and $w$ is an anisotropy perturbation of strength $t$:

$$\mathcal E_0(x)=\tfrac12\,x\cdot Ax-b\cdot x,\qquad \mathcal E_t(x)=\mathcal E_0(x)+t\,w\cdot x .$$

In Lean 4 with Mathlib:

```lean
import Mathlib

open Matrix

namespace FrozenDensityAnisotropy

noncomputable section

variable {n : Type*} [Fintype n]
```

In the code, `⬝ᵥ` is the dot product and `*ᵥ` applies a matrix to a vector. `energy` is $\mathcal E_0$.

```lean
/-- The unperturbed model energy `½ x·Ax - b·x` of a density `x`, with stiffness matrix `A`. -/
def energy (A : Matrix n n ℝ) (b x : n → ℝ) : ℝ :=
  1 / 2 * (x ⬝ᵥ A *ᵥ x) - b ⬝ᵥ x
```

`perturbedEnergy` is $\mathcal E_t$.

```lean
/-- The model energy with an anisotropy perturbation `w` of strength `t` that couples linearly
to the density. -/
def perturbedEnergy (A : Matrix n n ℝ) (b w : n → ℝ) (t : ℝ) (x : n → ℝ) : ℝ :=
  energy A b x + t * (w ⬝ᵥ x)
```

The hypothesis `A.PosDef` includes the symmetry of $A$. Physically, it says that every density change away from equilibrium costs energy. This stability is assumed, as are the quadratic form and the linear coupling. The vector $x$ is subject to no constraint of positivity or fixed charge, and the model contains no orbitals. The strength $t$ is a parameter of this model and not the spin-orbit coupling constant, so orders in $t$ should not be read as orders in spin-orbit coupling.

## (a) Expanding the energy about any density

Show that for every density $x$ and change $d$

$$\mathcal E_0(x+d)=\mathcal E_0(x)+d\cdot(Ax-b)+\tfrac12\,d\cdot Ad .$$

Multiplying out gives

$$\mathcal E_0(x+d)=\tfrac12\,(x\cdot Ax+x\cdot Ad+d\cdot Ax+d\cdot Ad)-b\cdot x-b\cdot d .$$

Since $A$ is symmetric, $x\cdot Ad=d\cdot Ax$, and with the prefactor $\tfrac12$ the two cross terms add up to $d\cdot Ax$. In the proof `hs` is this symmetry, and `linear_combination` uses half of it.

```lean
/-- For a symmetric positive definite stiffness, the energy change under a density change `d` is
exactly a term linear in `d` plus half the quadratic form of the stiffness. -/
theorem energy_add {A : Matrix n n ℝ} (hA : A.PosDef) (b x d : n → ℝ) :
    energy A b (x + d) =
      energy A b x + d ⬝ᵥ (A *ᵥ x - b) + 1 / 2 * (d ⬝ᵥ A *ᵥ d) := by
  have hT : Aᵀ = A := by
    ext i j
    simpa using hA.isHermitian.apply i j
  -- symmetry of the stiffness makes the two cross terms equal
  have hs : x ⬝ᵥ A *ᵥ d = d ⬝ᵥ A *ᵥ x := by
    rw [Matrix.dotProduct_mulVec, ← Matrix.mulVec_transpose, hT, dotProduct_comm]
  simp only [energy, Matrix.mulVec_add, dotProduct_add, add_dotProduct, dotProduct_sub]
  rw [dotProduct_comm d b]
  linear_combination (1 / 2) * hs
```

## (b) The response to a force

Show that the response $A^{-1}v$ balances the force $v$:

$$A(A^{-1}v)=v .$$

A positive definite matrix has positive determinant, so it is invertible and $AA^{-1}=1$. The proof takes the same route through `hA.det_pos`.

```lean
variable [DecidableEq n]

/-- For a positive definite stiffness `A`, the density response `A⁻¹v` balances the force `v`. -/
theorem stiffness_mul_response {A : Matrix n n ℝ} (hA : A.PosDef) (v : n → ℝ) :
    A *ᵥ (A⁻¹ *ᵥ v) = v := by
  rw [Matrix.mulVec_mulVec, Matrix.mul_nonsing_inv A hA.det_pos.ne'.isUnit, Matrix.one_mulVec]
```

## (c) Minimizers and stationarity

Show that $x$ minimizes $\mathcal E_0$ if and only if

$$Ax=b .$$

Suppose $x$ is a minimizer but $Ax-b\neq0$. By (b) there is a $u$ with $Au=Ax-b$, and $u\ne0$. Take the Newton step $d=-u$ in (a):

$$\mathcal E_0(x-u)=\mathcal E_0(x)-u\cdot Au+\tfrac12\,u\cdot Au=\mathcal E_0(x)-\tfrac12\,u\cdot Au<\mathcal E_0(x),$$

a contradiction. Conversely, if $Ax=b$, then (a) with $d=y-x$ gives

$$\mathcal E_0(y)=\mathcal E_0(x)+\tfrac12\,(y-x)\cdot A(y-x)\ge\mathcal E_0(x).$$

The two bullets of the proof are these two directions, each closed by `linarith`.

```lean
/-- For a symmetric positive definite stiffness, a density minimizes the energy if and only if
it satisfies the stationarity equation `Ax = b`. -/
theorem minimizer_iff {A : Matrix n n ℝ} (hA : A.PosDef) (b x : n → ℝ) :
    (∀ y, energy A b x ≤ energy A b y) ↔ A *ᵥ x = b := by
  constructor
  · intro h
    by_contra hne
    -- a Newton step `-u` would lower the energy
    obtain ⟨u, hu⟩ : ∃ u, A *ᵥ u = A *ᵥ x - b := ⟨_, stiffness_mul_response hA _⟩
    have hu0 : u ≠ 0 := by
      rintro rfl
      exact hne (sub_eq_zero.1 (by rw [← hu, Matrix.mulVec_zero]))
    have hpos : 0 < u ⬝ᵥ A *ᵥ u := by
      simpa only [star_trivial] using hA.dotProduct_mulVec_pos hu0
    have he := energy_add hA b x (-u)
    rw [← hu] at he
    simp only [Matrix.mulVec_neg, neg_dotProduct, dotProduct_neg, neg_neg] at he
    have h1 := h (x + -u)
    linarith
  · intro h y
    have he := energy_add hA b x (y - x)
    rw [add_sub_cancel, h, sub_self, dotProduct_zero] at he
    have hq : 0 ≤ (y - x) ⬝ᵥ A *ᵥ (y - x) := by
      simpa only [star_trivial] using hA.posSemidef.dotProduct_mulVec_nonneg (y - x)
    linarith
```

From here on $x_0$ is a minimizer of $\mathcal E_0$, the frozen density. By (b) and (c) there is one, namely $A^{-1}b$.

## (d) The relaxed density

Show that $\mathcal E_t$ is minimized by

$$x_0-t\,A^{-1}w .$$

The perturbation only replaces $b$ by $b-tw$, which is `hE` in the proof. By (c), every solution of $Ax=b-tw$ is a minimizer, and indeed

$$A(x_0-tA^{-1}w)=Ax_0-tw=b-tw .$$

```lean
/-- If `x₀` minimizes the unperturbed energy with symmetric positive definite stiffness, then the
density `x₀ - t A⁻¹w` minimizes the perturbed energy. -/
theorem relaxed_density {A : Matrix n n ℝ} (hA : A.PosDef) {b x₀ : n → ℝ}
    (h : ∀ y, energy A b x₀ ≤ energy A b y) (w : n → ℝ) (t : ℝ) (y : n → ℝ) :
    perturbedEnergy A b w t (x₀ - t • (A⁻¹ *ᵥ w)) ≤ perturbedEnergy A b w t y := by
  -- the perturbation only shifts the linear term `b`
  have hE : ∀ z, perturbedEnergy A b w t z = energy A (b - t • w) z := by
    intro z
    simp only [perturbedEnergy, energy, sub_dotProduct, smul_dotProduct, smul_eq_mul]
    ring
  have key := (minimizer_iff hA (b - t • w) (x₀ - t • (A⁻¹ *ᵥ w))).2 (by
    rw [Matrix.mulVec_sub, Matrix.mulVec_smul, stiffness_mul_response hA,
      (minimizer_iff hA b x₀).1 h])
  simpa only [hE] using key y
```

## (e) The error of the frozen density

Show that $\mathcal E_t$ attains its minimum and that

$$\min_x\mathcal E_t(x)=\mathcal E_t(x_0)-\frac{t^2}{2}\,w\cdot A^{-1}w .$$

Put $d=-tA^{-1}w$. Since $Ax_0=b$, the linear term in (a) vanishes, and

$$\mathcal E_0(x_0+d)=\mathcal E_0(x_0)+\tfrac{t^2}{2}\,w\cdot A^{-1}w,\qquad t\,w\cdot(x_0+d)=t\,w\cdot x_0-t^2\,w\cdot A^{-1}w .$$

The sum is the claimed value, and by (d) no density lies lower.

`IsLeast (Set.range …)` says that the value is attained by some density and is a lower bound for all of them. The proof supplies the first half with `hval` and the second with `relaxed_density`.

```lean
/-- If `x₀` minimizes the unperturbed energy with symmetric positive definite stiffness, then the
perturbed energy has a minimum, and it lies below the perturbed energy of the frozen density
`x₀` by exactly `(t²/2) w·A⁻¹w`. -/
theorem frozen_density_error {A : Matrix n n ℝ} (hA : A.PosDef) {b x₀ : n → ℝ}
    (h : ∀ y, energy A b x₀ ≤ energy A b y) (w : n → ℝ) (t : ℝ) :
    IsLeast (Set.range (perturbedEnergy A b w t))
      (perturbedEnergy A b w t x₀ - t ^ 2 / 2 * (w ⬝ᵥ A⁻¹ *ᵥ w)) := by
  have hu := stiffness_mul_response hA w
  -- the energy of the relaxed density, from the exact expansion about `x₀`
  have hval : perturbedEnergy A b w t (x₀ - t • (A⁻¹ *ᵥ w)) =
      perturbedEnergy A b w t x₀ - t ^ 2 / 2 * (w ⬝ᵥ A⁻¹ *ᵥ w) := by
    have hx := energy_add hA b x₀ (-(t • (A⁻¹ *ᵥ w)))
    rw [(minimizer_iff hA b x₀).1 h, sub_self, dotProduct_zero] at hx
    unfold perturbedEnergy
    rw [sub_eq_add_neg x₀, hx]
    simp only [Matrix.mulVec_neg, Matrix.mulVec_smul, hu, dotProduct_add, dotProduct_neg,
      neg_dotProduct, smul_dotProduct, dotProduct_smul, smul_eq_mul,
      dotProduct_comm (A⁻¹ *ᵥ w) w]
    ring
  refine ⟨⟨_, hval⟩, ?_⟩
  rintro _ ⟨y, rfl⟩
  rw [← hval]
  exact relaxed_density hA h w t y
```

## (f) A strictly positive error

Let $E$ be the minimum of $\mathcal E_t$. Show that for $t\neq0$ and $w\ne0$

$$E<\mathcal E_t(x_0).$$

Let $p=A^{-1}w$. Then $Ap=w\neq0$, so $p\ne0$ and $w\cdot p=p\cdot Ap>0$. The error in (e) is therefore positive, and its order in $t$ is exactly two. The sign is a property of this model, in which the energy itself is evaluated at the frozen density. A one-shot energy built from a sum of one-electron eigenvalues in a frozen potential need not lie above the self-consistent one. In the code, `unique` identifies $E$ with the value from (e).

```lean
/-- For symmetric positive definite stiffness and a nonzero perturbation (`t ≠ 0`, `w ≠ 0`), the
perturbed energy of the unperturbed minimizer `x₀` lies strictly above its minimum `E`. -/
theorem frozen_density_error_pos {A : Matrix n n ℝ} (hA : A.PosDef) {b x₀ w : n → ℝ} {t E : ℝ}
    (h : ∀ y, energy A b x₀ ≤ energy A b y) (ht : t ≠ 0) (hw : w ≠ 0)
    (hE : IsLeast (Set.range (perturbedEnergy A b w t)) E) :
    E < perturbedEnergy A b w t x₀ := by
  have hm := (frozen_density_error hA h w t).unique hE
  have hu := stiffness_mul_response hA w
  have hu0 : A⁻¹ *ᵥ w ≠ 0 := by
    intro h0
    rw [h0, Matrix.mulVec_zero] at hu
    exact hw hu.symm
  have hpos : 0 < (A⁻¹ *ᵥ w) ⬝ᵥ A *ᵥ (A⁻¹ *ᵥ w) := by
    simpa only [star_trivial] using hA.dotProduct_mulVec_pos hu0
  rw [hu, dotProduct_comm] at hpos
  have ht2 : 0 < t ^ 2 / 2 := by positivity
  have hprod := mul_pos ht2 hpos
  linarith
```

## (g) A bound from the softest mode

Suppose $\kappa>0$ satisfies $\kappa\,x\cdot x\le x\cdot Ax$ for all $x$. This says that no density change meets a stiffness smaller than $\kappa$. Show that

$$\mathcal E_t(x_0)-E\le\frac{t^2}{2}\,\frac{w\cdot w}{\kappa}.$$

With $p=A^{-1}w$ the assumption reads $\kappa\,p\cdot p\le w\cdot p$. Hence

$$0\le|w-\kappa p|^2=w\cdot w-2\kappa\,w\cdot p+\kappa^2\,p\cdot p\le w\cdot w-\kappa\,w\cdot p ,$$

so $w\cdot p\le w\cdot w/\kappa$. The square is `hsq`, and `nlinarith` combines it with the stiffness bound.

```lean
/-- If the symmetric positive definite stiffness is bounded below by `κ > 0`, then the error of
freezing the unperturbed minimizer `x₀` is at most `(t²/2) |w|²/κ`. -/
theorem frozen_density_error_le {A : Matrix n n ℝ} (hA : A.PosDef) {b x₀ w : n → ℝ}
    {t E κ : ℝ} (h : ∀ y, energy A b x₀ ≤ energy A b y) (hκ : 0 < κ)
    (hstiff : ∀ x : n → ℝ, κ * (x ⬝ᵥ x) ≤ x ⬝ᵥ A *ᵥ x)
    (hE : IsLeast (Set.range (perturbedEnergy A b w t)) E) :
    perturbedEnergy A b w t x₀ - E ≤ t ^ 2 / 2 * ((w ⬝ᵥ w) / κ) := by
  have hm := (frozen_density_error hA h w t).unique hE
  have hq := hstiff (A⁻¹ *ᵥ w)
  rw [stiffness_mul_response hA w, dotProduct_comm (A⁻¹ *ᵥ w) w] at hq
  -- the square of `w - κ A⁻¹w` is nonnegative
  have hsq : 0 ≤ (w - κ • (A⁻¹ *ᵥ w)) ⬝ᵥ (w - κ • (A⁻¹ *ᵥ w)) :=
    Finset.sum_nonneg fun i _ => mul_self_nonneg _
  simp only [sub_dotProduct, dotProduct_sub, smul_dotProduct, dotProduct_smul, smul_eq_mul,
    dotProduct_comm (A⁻¹ *ᵥ w) w] at hsq
  have hp : w ⬝ᵥ A⁻¹ *ᵥ w ≤ (w ⬝ᵥ w) / κ := by
    rw [le_div_iff₀ hκ]
    nlinarith [mul_le_mul_of_nonneg_left hq hκ.le]
  have hfin := mul_le_mul_of_nonneg_left hp (by positivity : 0 ≤ t ^ 2 / 2)
  linarith
```

## (h) The difference between two magnetization directions

Let two directions give perturbations $w_1,w_2$ with minimum energies $E_1,E_2$ at the same $t$. Show that

$$E_1-E_2=t\,(w_1-w_2)\cdot x_0-\frac{t^2}{2}\left(w_1\cdot A^{-1}w_1-w_2\cdot A^{-1}w_2\right).$$

Apply (e) to each direction and subtract; $\mathcal E_0(x_0)$ cancels. The proof does the same with two rewrites and `ring`.

The first term is the frozen-density estimate. It resembles the magnetic force theorem, but it compares energies of a quadratic model and not sums of one-electron eigenvalues. If $(w_1-w_2)\cdot x_0=0$, the estimate is zero and any anisotropy in the model comes from relaxation alone.

```lean
/-- For symmetric positive definite stiffness and unperturbed minimizer `x₀`, the minimum energies
`E₁`, `E₂` under two perturbations `w₁`, `w₂` differ by the first-order term `t (w₁ - w₂)·x₀`
minus the difference of the two relaxation energies. -/
theorem anisotropy_energy {A : Matrix n n ℝ} (hA : A.PosDef) {b x₀ w₁ w₂ : n → ℝ}
    {t E₁ E₂ : ℝ} (h : ∀ y, energy A b x₀ ≤ energy A b y)
    (h₁ : IsLeast (Set.range (perturbedEnergy A b w₁ t)) E₁)
    (h₂ : IsLeast (Set.range (perturbedEnergy A b w₂ t)) E₂) :
    E₁ - E₂ = t * ((w₁ - w₂) ⬝ᵥ x₀)
      - t ^ 2 / 2 * (w₁ ⬝ᵥ A⁻¹ *ᵥ w₁ - w₂ ⬝ᵥ A⁻¹ *ᵥ w₂) := by
  rw [← (frozen_density_error hA h w₁ t).unique h₁,
    ← (frozen_density_error hA h w₂ t).unique h₂]
  simp only [perturbedEnergy, sub_dotProduct]
  ring

end

end FrozenDensityAnisotropy
```

```lean
#print axioms FrozenDensityAnisotropy.frozen_density_error_pos
#print axioms FrozenDensityAnisotropy.frozen_density_error_le
#print axioms FrozenDensityAnisotropy.anisotropy_energy
```

```
'FrozenDensityAnisotropy.frozen_density_error_pos' depends on axioms: [propext, Classical.choice, Quot.sound]
'FrozenDensityAnisotropy.frozen_density_error_le' depends on axioms: [propext, Classical.choice, Quot.sound]
'FrozenDensityAnisotropy.anisotropy_energy' depends on axioms: [propext, Classical.choice, Quot.sound]
```

## Two components, with numbers

Take $A=\begin{pmatrix}2&1\\1&2\end{pmatrix}$, $b=(3,3)$ and $t=0.3$. Then $x_0=(1,1)$ and $\mathcal E_0(x_0)=-3$.

For $w_1=(1,0)$, $A^{-1}w_1=(\tfrac23,-\tfrac13)$. The frozen energy is $-2.7$. The relaxed density $(0.8,1.1)$ has energy $2.73-5.7+0.24=-2.73$. The error is $0.03=0.045\cdot\tfrac23$, below the bound $0.045$ from $\kappa=1$, the smallest eigenvalue of $A$.

For $w_2=(1,-1)$, $A^{-1}w_2=(1,-1)$. The frozen energy is $-3$ and the minimum is $-3-0.045\cdot2=-3.09$.

The relaxed difference is $E_1-E_2=0.36$, made up of the frozen estimate $0.3$ and a relaxation correction of $0.06$.
